# Two-body fermion energy from the one-particle matrix g and the particle-hole matrix G

## Contracting integrals with expectation values

In a finite orthonormal spin-orbital basis, the energy of a normalised state is a contraction of the one- and two-electron integrals with expectation values taken in that state. If the stored values are those of products of two excitation operators, and not of normal-ordered strings, the difference can be absorbed into a shift of the one-electron integrals before the contraction. The shift is a partial contraction of the two-electron integrals. Its form follows from the anticommutation relations and is the same for every state.

Let aᵢ be the annihilators of finitely many modes and aᵢ† their adjoints, with the canonical anticommutation relations (CAR)

    aᵢaⱼ + aⱼaᵢ = 0,    aᵢaⱼ† + aⱼ†aᵢ = δᵢⱼ.

With complex coefficients h(i,k) and V(ij,kl), the Hamiltonian is

    H = Σᵢₖ h(i,k) aᵢ†aₖ + ½ Σᵢⱼₖₗ V(ij,kl) aᵢ†aⱼ†aₗaₖ.

Index i is paired with k and j with l, so V(ij,kl) is the integral ⟨ij|kl⟩, not antisymmetrised. Let w be a complex-linear functional on operators, for instance an expectation value. Define the excitation operator E, the one-particle matrix g and the particle-hole matrix G by

    Eᵢₖ = aᵢ†aₖ,    g(i,k) = w(Eᵢₖ),    G(ij,kl) = w(aᵢ†aⱼaₗ†aₖ).

## Reordering the two-body string

Swap the two annihilators, then use aⱼ†aₖ = δⱼₖ − aₖaⱼ†:

    aᵢ†aⱼ†aₗaₖ = −aᵢ†aⱼ†aₖaₗ = −aᵢ†(δⱼₖ − aₖaⱼ†)aₗ = EᵢₖEⱼₗ − δⱼₖEᵢₗ.

Multiply by ½V(ij,kl) and sum. In the δ term the sum over k sets k = j and leaves the one-body operator −½ Σᵢₗ (Σⱼ V(ij,jl)) Eᵢₗ. It combines with h into

    h′(i,l) = h(i,l) − ½ Σⱼ V(ij,jl),

    H = Σᵢₗ h′(i,l) Eᵢₗ + ½ Σᵢⱼₖₗ V(ij,kl) EᵢₖEⱼₗ.

Now apply w term by term. Since G carries its last two indices in reversed order, w(EᵢₖEⱼₗ) = w(aᵢ†aₖaⱼ†aₗ) = G(ik,lj), and

    w(H) = Σᵢₗ h′(i,l) g(i,l) + ½ Σᵢⱼₖₗ V(ij,kl) G(ik,lj).

For a single mode a with V(00,00) = v, the string a†a†aa vanishes and H = h a†a. The formula agrees: h′ = h − v/2 and G(00,00) = w(a†aa†a) = g, so the shift cancels the self-interaction ½vg.

## Which indices of V are contracted

The shift contains Σⱼ V(ij,jl), second index against third. Writing Σⱼ V(ij,lj), second against fourth, is wrong in general, and one mode does not expose it because the two sums then coincide. Two modes do. Take h = 0, V(01,01) = V(10,10) = U and all other entries zero, so that H = U n₀n₁ with nᵢ = Eᵢᵢ. The correct shift vanishes, and the doubly occupied state has energy ½U G(00,11) + ½U G(11,00) = U. The wrong contraction subtracts ½U(n₀ + n₁) and returns 0. These small examples are illustrations, and of their numbers only G(00,11) = 1 occurs among the theorems.

## Sharp particle number: the energy from G alone

Let N̂ = Σⱼ Eⱼⱼ and suppose that, for a number N,

    w(x N̂) = N w(x) for every operator x.

This expresses a sharp particle number: w(x) = ⟨ψ|xψ⟩ with N̂ψ = Nψ satisfies it, whereas a state with number fluctuations, even with the right mean w(N̂), does not. Taking x = Eᵢₖ gives

    Σⱼ G(ik,jj) = Σⱼ w(EᵢₖEⱼⱼ) = w(Eᵢₖ N̂) = N g(i,k).

For N ≠ 0 substitute g(i,k) = (1/N) Σⱼₗ δⱼₗ G(ik,lj) into the one-body term:

    w(H) = Σᵢⱼₖₗ K(ij,kl) G(ik,lj),    K(ij,kl) = δⱼₗ h′(i,k)/N + ½V(ij,kl).

In a finite basis at fixed nonzero particle number, a variational density-matrix calculation can therefore write its objective as a linear function of G.

## Factorised interactions and a lower bound

Suppose V(ij,kl) = Σ_μ L_μ(i,k) L_μ(j,l) with finitely many matrices L_μ, and put L̂_μ = Σᵢₖ L_μ(i,k) Eᵢₖ. Expanding the square gives L̂_μ² = Σᵢⱼₖₗ L_μ(i,k) L_μ(j,l) EᵢₖEⱼₗ, hence

    H = Σᵢₗ h′(i,l) Eᵢₗ + ½ Σ_μ L̂_μ².

If each L_μ is Hermitian, then Eᵢₖ† = Eₖᵢ gives L̂_μ† = L̂_μ, so L̂_μ² = L̂_μ†L̂_μ. If also Re w(x†x) ≥ 0 for all x, as for any physical state, every square contributes a nonnegative amount and

    Re w(H) ≥ Re Σᵢₗ h′(i,l) g(i,l).

Coulomb integrals over real orbitals decomposed into real symmetric matrices are an example of Hermitian factors. The condition does not make the interaction repulsive: for two modes and h = 0, the single factor L = √U diag(1, −1) with U > 0 gives H = −U n₀n₁, because the entries V(00,00) = V(11,11) = U multiply strings that vanish.

## The theorems and their hypotheses

The operators live in a complex algebra `A` with an involution `star`, which is the adjoint †, and `a : ι → A` lists the annihilators over a finite index type. `IsCAR a` holds the two relations above as `anti` and `mixed`. The definitions `exc`, `oneBody`, `numberOp`, `ham`, `oneMat`, `gMat`, `hEff`, `gKernel` and `factorised` are Eᵢₖ, Σ h(i,k)Eᵢₖ, N̂, H, g, G, h′, K and the factorised V. Arguments follow the written order, so `gMat w a i k l j` is G(ik,lj) and `V i j j l` is V(ij,jl).

`reorder` and `ham_eq` are the two operator identities, and `energy_eq` is the energy formula, for arbitrary h and V without Hermiticity or permutation symmetry. The functional `w : A →ₗ[ℂ] ℂ` is only linear there. It need not be positive or normalised, and for an unnormalised state the energy is w(H)/w(1). `gMat_contraction` assumes the number condition, called `hN`, and no CAR. `energy_from_gMat` assumes the CAR, `hN` and `N ≠ 0`, with N any complex number. `ham_factorised` needs no Hermiticity of the factors. `energy_lower_bound` adds `hL` (each L_μ is Hermitian), `hpos` (Re w(x†x) ≥ 0 for all x) and `StarModule ℂ A`, the rule that the adjoint conjugates scalar coefficients. It compares real parts because h is not assumed Hermitian and `hpos` constrains only the real part of w(x†x), so neither side need be real.

The number condition, positivity and the existence of a factorisation are assumed and not derived. The bound relates two quantities of the same w and involves no minimisation over states. Nothing is said about which arrays G arise from N-particle states, or about infinitely many modes.

The last two theorems exhibit a model. `jw` holds the 4×4 Jordan–Wigner matrices of modes 0 and 1 in the basis 00, 10, 01, 11, numbered 0 to 3, and `car_witness` states that they obey the CAR. `filled` reads off the entry `x 3 3`, the expectation value in the unit vector 11. By `state_witness` it satisfies the number condition with N = 2, has Re w(x†x) ≥ 0, and gives G(00,11) = 1.

## Density operators on Fock space as an alternative

A more concrete model fixes A as the matrices on the Fock space of n modes and sets w(x) = tr(ρx) for a density operator ρ. Positivity would then follow from ρ ≥ 0, and the number condition from N̂ρ = Nρ by cyclicity of the trace. The price is a proof of the CAR for matrices of every size, and a narrower theorem: the abstract `energy_eq` also applies to transition functionals w(x) = ⟨φ|xψ⟩ between two states, which no density operator represents in general.

## The Lean file

```lean
import Mathlib

open Finset

namespace ParticleHoleEnergy

noncomputable section

variable {ι : Type*} [Fintype ι] [DecidableEq ι]
variable {A : Type*} [Ring A] [StarRing A] [Algebra ℂ A]

/-- Canonical anticommutation relations: `{a_i, a_j} = 0` and `{a_i, a_j*} = δ_ij`. -/
structure IsCAR (a : ι → A) : Prop where
  anti : ∀ i j, a i * a j + a j * a i = 0
  mixed : ∀ i j, a i * star (a j) + star (a j) * a i = if i = j then 1 else 0

/-- The excitation operator `E_ik = a_i* a_k`. -/
def exc (a : ι → A) (i k : ι) : A := star (a i) * a k

/-- The one-body operator `∑ h(i,k) a_i* a_k`. -/
def oneBody (a : ι → A) (h : ι → ι → ℂ) : A := ∑ i, ∑ k, h i k • exc a i k

/-- The number operator `∑ a_j* a_j`. -/
def numberOp (a : ι → A) : A := ∑ j, exc a j j

/-- The Hamiltonian `∑ h(i,k) a_i* a_k + ½ ∑ V(ij,kl) a_i* a_j* a_l a_k`. -/
def ham (a : ι → A) (h : ι → ι → ℂ) (V : ι → ι → ι → ι → ℂ) : A :=
  oneBody a h + (1 / 2 : ℂ) •
    ∑ i, ∑ j, ∑ k, ∑ l, V i j k l • (star (a i) * star (a j) * a l * a k)

/-- The one-particle matrix `g(i,k) = w(a_i* a_k)`. -/
def oneMat (w : A →ₗ[ℂ] ℂ) (a : ι → A) (i k : ι) : ℂ := w (exc a i k)

/-- The particle-hole matrix `G(ij,kl) = w(a_i* a_j a_l* a_k)`. -/
def gMat (w : A →ₗ[ℂ] ℂ) (a : ι → A) (i j k l : ι) : ℂ :=
  w (star (a i) * a j * star (a l) * a k)

/-- The shifted one-body matrix `h'(i,l) = h(i,l) - ½ ∑_j V(ij,jl)`. -/
def hEff (h : ι → ι → ℂ) (V : ι → ι → ι → ι → ℂ) (i l : ι) : ℂ :=
  h i l - 1 / 2 * ∑ j, V i j j l

/-- The kernel `K(ij,kl) = δ_jl h'(i,k) / N + ½ V(ij,kl)`. -/
def gKernel (N : ℂ) (h : ι → ι → ℂ) (V : ι → ι → ι → ι → ℂ) (i j k l : ι) : ℂ :=
  (if j = l then hEff h V i k / N else 0) + 1 / 2 * V i j k l

/-- The factorised interaction `V(ij,kl) = ∑_μ L_μ(i,k) L_μ(j,l)`. -/
def factorised {κ : Type*} [Fintype κ] (L : κ → ι → ι → ℂ) (i j k l : ι) : ℂ :=
  ∑ μ, L μ i k * L μ j l

omit [Fintype ι] [Algebra ℂ A] in
/-- For CAR operators, `a_i* a_j* a_l a_k = E_ik E_jl - δ_jk E_il`. -/
theorem reorder {a : ι → A} (hc : IsCAR a) (i j k l : ι) :
    star (a i) * star (a j) * a l * a k
      = exc a i k * exc a j l - if j = k then exc a i l else 0 := by
  have e2 : a l * a k = -(a k * a l) := eq_neg_of_add_eq_zero_left (hc.anti l k)
  -- swap the annihilators, then move `a_k` past `a_j*`
  have key : ∀ d, a k * star (a j) + star (a j) * a k = d →
      star (a i) * star (a j) * a l * a k
        = exc a i k * exc a j l - star (a i) * d * a l := by
    intro d hd
    rw [← hd, mul_assoc (star (a i) * star (a j)), e2, exc, exc]
    noncomm_ring
  rw [key _ (hc.mixed k j)]
  by_cases hjk : j = k
  · subst hjk
    simp [exc]
  · simp [hjk, Ne.symm hjk]

/-- For CAR operators, `H = ∑ h'(i,l) E_il + ½ ∑ V(ij,kl) E_ik E_jl`. -/
theorem ham_eq {a : ι → A} (hc : IsCAR a) (h : ι → ι → ℂ) (V : ι → ι → ι → ι → ℂ) :
    ham a h V = oneBody a (hEff h V) + (1 / 2 : ℂ) •
      ∑ i, ∑ j, ∑ k, ∑ l, V i j k l • (exc a i k * exc a j l) := by
  -- the contraction term `δ_jk` is a one-body operator
  have hδ : ∀ i, ∑ j, ∑ k, ∑ l, V i j k l • (if j = k then exc a i l else 0)
      = ∑ l, (∑ j, V i j j l) • exc a i l := by
    intro i
    have h1 : ∀ j, ∑ k, ∑ l, V i j k l • (if j = k then exc a i l else 0)
        = ∑ l, V i j j l • exc a i l := by
      intro j
      refine Finset.sum_comm.trans (Finset.sum_congr rfl fun l _ => ?_)
      simp [smul_ite]
    simp only [h1, Finset.sum_smul]
    exact Finset.sum_comm
  have h2 : ∑ i, ∑ j, ∑ k, ∑ l, V i j k l • (star (a i) * star (a j) * a l * a k)
      = ∑ i, ∑ j, ∑ k, ∑ l, V i j k l • (exc a i k * exc a j l)
        - ∑ i, ∑ l, (∑ j, V i j j l) • exc a i l := by
    simp only [reorder hc, smul_sub, Finset.sum_sub_distrib, hδ]
  unfold ham oneBody hEff
  rw [h2]
  simp only [sub_smul, mul_smul, Finset.sum_sub_distrib, smul_sub, Finset.smul_sum]
  abel

/-- For CAR operators and a linear functional `w`, the energy is
`w(H) = ∑ h'(i,l) g(i,l) + ½ ∑ V(ij,kl) G(ik,lj)`. -/
theorem energy_eq {a : ι → A} (hc : IsCAR a) (w : A →ₗ[ℂ] ℂ) (h : ι → ι → ℂ)
    (V : ι → ι → ι → ι → ℂ) :
    w (ham a h V) = ∑ i, ∑ l, hEff h V i l * oneMat w a i l
      + 1 / 2 * ∑ i, ∑ j, ∑ k, ∑ l, V i j k l * gMat w a i k l j := by
  rw [ham_eq hc]
  simp only [oneBody, map_add, map_smul, map_sum, smul_eq_mul, oneMat, gMat, exc, mul_assoc]

omit [DecidableEq ι] in
/-- If `w(x Nop) = N w(x)` for all `x`, then `∑_j G(ik,jj) = N g(i,k)`. -/
theorem gMat_contraction (a : ι → A) (w : A →ₗ[ℂ] ℂ) (N : ℂ)
    (hN : ∀ x, w (x * numberOp a) = N * w x) (i k : ι) :
    ∑ j, gMat w a i k j j = N * oneMat w a i k := by
  simp only [gMat, oneMat]
  rw [← hN]
  simp only [numberOp, exc, Finset.mul_sum, map_sum, mul_assoc]

/-- For CAR operators and `w(x Nop) = N w(x)` with `N ≠ 0`, the energy is
`w(H) = ∑ K(ij,kl) G(ik,lj)`. -/
theorem energy_from_gMat {a : ι → A} (hc : IsCAR a) (w : A →ₗ[ℂ] ℂ) (N : ℂ) (hN0 : N ≠ 0)
    (hN : ∀ x, w (x * numberOp a) = N * w x) (h : ι → ι → ℂ) (V : ι → ι → ι → ι → ℂ) :
    w (ham a h V) = ∑ i, ∑ j, ∑ k, ∑ l, gKernel N h V i j k l * gMat w a i k l j := by
  -- the diagonal part of the kernel recovers `g` by contraction
  have h1 : ∀ i, ∑ j, ∑ k, ∑ l, (if j = l then hEff h V i k / N else 0) * gMat w a i k l j
      = ∑ k, hEff h V i k * oneMat w a i k := by
    intro i
    refine Finset.sum_comm.trans (Finset.sum_congr rfl fun k _ => ?_)
    simp only [ite_mul, zero_mul, Finset.sum_ite_eq, Finset.mem_univ, if_true]
    rw [← Finset.mul_sum, gMat_contraction a w N hN]
    field_simp
  rw [energy_eq hc]
  simp only [gKernel, add_mul, Finset.sum_add_distrib, h1, Finset.mul_sum, mul_assoc]

/-- For CAR operators and a factorised interaction, `H = ∑ h'(i,l) E_il + ½ ∑_μ (∑ L_μ(i,k) E_ik)²`.
-/
theorem ham_factorised {κ : Type*} [Fintype κ] {a : ι → A} (hc : IsCAR a) (h : ι → ι → ℂ)
    (L : κ → ι → ι → ℂ) :
    ham a h (factorised L) = oneBody a (hEff h (factorised L))
      + (1 / 2 : ℂ) • ∑ μ, oneBody a (L μ) ^ 2 := by
  have hm : ∀ (x y : ℂ) (u v : A), x • u * y • v = (x * y) • (u * v) := by
    intro x y u v
    rw [smul_mul_assoc, mul_smul_comm, smul_smul]
  have h2 : ∑ μ, oneBody a (L μ) ^ 2
      = ∑ i, ∑ j, ∑ k, ∑ l, factorised L i j k l • (exc a i k * exc a j l) := by
    simp only [pow_two, oneBody, Finset.sum_mul_sum, hm]
    refine Finset.sum_comm.trans (Finset.sum_congr rfl fun i _ => ?_)
    refine Finset.sum_comm.trans (Finset.sum_congr rfl fun j _ => ?_)
    refine Finset.sum_comm.trans (Finset.sum_congr rfl fun k _ => ?_)
    refine Finset.sum_comm.trans (Finset.sum_congr rfl fun l _ => ?_)
    rw [factorised, Finset.sum_smul]
  rw [ham_eq hc, h2]

/-- For CAR operators, a factorised interaction with Hermitian factors and a functional with `Re
w(x* x) ≥ 0`, the real part of the energy is at least that of `∑ h'(i,l) g(i,l)`. -/
theorem energy_lower_bound [StarModule ℂ A] {κ : Type*} [Fintype κ] {a : ι → A}
    (hc : IsCAR a) (w : A →ₗ[ℂ] ℂ) (hpos : ∀ x, 0 ≤ (w (star x * x)).re)
    (h : ι → ι → ℂ) (L : κ → ι → ι → ℂ) (hL : ∀ μ i k, star (L μ i k) = L μ k i) :
    (∑ i, ∑ l, hEff h (factorised L) i l * oneMat w a i l).re
      ≤ (w (ham a h (factorised L))).re := by
  -- each factor is self-adjoint, so its square has nonnegative expectation
  have hs : ∀ μ, star (oneBody a (L μ)) = oneBody a (L μ) := by
    intro μ
    simp only [oneBody, exc, star_sum, star_smul, star_mul, star_star, hL]
    exact Finset.sum_comm
  have hp : 0 ≤ (∑ μ, w (oneBody a (L μ) ^ 2)).re := by
    rw [Complex.re_sum]
    refine Finset.sum_nonneg fun μ _ => ?_
    have := hpos (oneBody a (L μ))
    rwa [hs, ← pow_two] at this
  have ho : w (oneBody a (hEff h (factorised L)))
      = ∑ i, ∑ l, hEff h (factorised L) i l * oneMat w a i l := by
    simp only [oneBody, map_sum, map_smul, smul_eq_mul, oneMat]
  have hh : (1 / 2 : ℂ) = ((1 / 2 : ℝ) : ℂ) := by norm_num
  rw [ham_factorised hc, map_add, ho, map_smul, map_sum, Complex.add_re, smul_eq_mul, hh,
    Complex.re_ofReal_mul]
  linarith

/-- Jordan-Wigner annihilation matrices of two modes, in the occupation basis
`00, 10, 01, 11`. -/
def jw : Fin 2 → Matrix (Fin 4) (Fin 4) ℂ :=
  ![!![0, 1, 0, 0; 0, 0, 0, 0; 0, 0, 0, 1; 0, 0, 0, 0],
    !![0, 0, 1, 0; 0, 0, 0, -1; 0, 0, 0, 0; 0, 0, 0, 0]]

/-- The expectation value in the last basis vector, `11`. -/
def filled : Matrix (Fin 4) (Fin 4) ℂ →ₗ[ℂ] ℂ where
  toFun x := x 3 3
  map_add' _ _ := rfl
  map_smul' _ _ := rfl

set_option maxHeartbeats 400000 in
/-- The two-mode Jordan-Wigner matrices satisfy the CAR. -/
theorem car_witness : IsCAR jw := by
  constructor <;> intro i j <;> ext p q <;>
    simp only [Matrix.add_apply, Matrix.mul_apply, Fin.sum_univ_four, Matrix.star_apply] <;>
    fin_cases i <;> fin_cases j <;>
    fin_cases p <;> fin_cases q <;>
    simp [jw]

/-- The functional `filled` obeys `w(x Nop) = 2 w(x)` and `Re w(x* x) ≥ 0`,
and has `G(00,11) = 1`. -/
theorem state_witness :
    (∀ x, filled (x * numberOp jw) = 2 * filled x) ∧
      (∀ x, 0 ≤ (filled (star x * x)).re) ∧ gMat filled jw 0 0 1 1 = 1 := by
  refine ⟨fun x => ?_, fun x => ?_, ?_⟩
  · change (x * numberOp jw) 3 3 = 2 * x 3 3
    simp [numberOp, exc, jw, Matrix.mul_apply, Fin.sum_univ_four, Fin.sum_univ_two,
      Matrix.star_apply]
    ring
  · change 0 ≤ ((star x * x) 3 3).re
    rw [Matrix.mul_apply, Complex.re_sum]
    refine Finset.sum_nonneg fun k _ => ?_
    rw [Matrix.star_apply, Complex.star_def, mul_comm, Complex.mul_conj, Complex.ofReal_re]
    exact Complex.normSq_nonneg _
  · change (star (jw 0) * jw 0 * star (jw 1) * jw 1) 3 3 = 1
    simp [jw, Matrix.mul_apply, Fin.sum_univ_four, Matrix.star_apply]

end

end ParticleHoleEnergy
```

```lean
#print axioms ParticleHoleEnergy.energy_from_gMat
-- 'ParticleHoleEnergy.energy_from_gMat' depends on axioms: [propext, Classical.choice, Quot.sound]
#print axioms ParticleHoleEnergy.energy_lower_bound
-- 'ParticleHoleEnergy.energy_lower_bound' depends on axioms: [propext, Classical.choice, Quot.sound]
```

## Operator identities

In `reorder`, `e2` is the swap aₗaₖ = −aₖaₗ taken from `hc.anti l k`. The step `key` names the anticommutator aₖaⱼ† + aⱼ†aₖ as an arbitrary element `d` and shows that the string equals EᵢₖEⱼₗ − aᵢ† d aₗ. After the swap this holds in any noncommutative ring, and `noncomm_ring` closes it. Then `hc.mixed k j` supplies d = δ, and the cases j = k and j ≠ k give Eᵢₗ and 0.

In `ham_eq`, `hδ` performs the contraction at fixed i: the inner `h1` collapses the sum over k to k = j, and an exchange of the sums over j and l collects Σⱼ V(ij,jl) in front of Eᵢₗ. `h2` inserts `reorder` under all four sums and splits off that term. After the coefficients are distributed, `abel` moves it into the one-body part.

`ham_factorised` starts from `ham_eq` and identifies the remaining four-fold sum with Σ_μ L̂_μ². `Finset.sum_mul_sum` expands each square, `hm` merges the two coefficients, and four uses of `Finset.sum_comm` carry the sum over μ past i, j, k and l until it forms `factorised L i j k l`.

## Expectation values

`energy_eq` rewrites H by `ham_eq` and passes w through sums and coefficients with `map_add`, `map_sum` and `map_smul`. What remains, w(EᵢₖEⱼₗ) = G(ik,lj), is a matter of bracketing. `gMat_contraction` reads `hN` from right to left, turning N w(Eᵢₖ) into w(Eᵢₖ N̂), and expands N̂. In `energy_from_gMat`, `h1` treats the δⱼₗ part of K: it sets l = j, applies the contraction, and `field_simp` cancels N against 1/N using `hN0`.

In `energy_lower_bound`, `hs` proves L̂_μ† = L̂_μ by taking the adjoint of each term, applying `hL` and exchanging i with k. `hp` applies `hpos` to x = L̂_μ and sums over μ, and `ho` evaluates the one-body term. Once ½ is written as a real number, the real part of w(H) is the left side plus half a nonnegative quantity, and `linarith` concludes.

## The two-mode matrices

`car_witness` checks both relations entry by entry, for four pairs of modes and sixteen entries each. In `state_witness`, the first part computes the entry (3,3) of x N̂, the second writes (x†x)₃₃ as Σₖ |xₖ₃|², and the third multiplies out a₀†a₀a₁†a₁ at the same entry.
